# For an m-strongly convex energy surface, a gradient error of at most g displaces the minimum by at most g/m and raises its energy on that surface by at most g²/(2m)

## Is a minimum trustworthy if the model's forces are 100 % wrong there?

Let $f$ be the reference energy surface of a molecule and $x$ its minimum. I optimise on a cheaper surface $f+p$, where $p$ is the model error, and get a minimum $y$. At $y$ the model force is zero. If the true force there isn't, the model misses all of it, which is a relative error of 100 %. Does that make $y$ useless? And if I then compute a reference single-point energy at $y$, how much too high can it be?

## The absolute force error counts, measured against the stiffness

Geometries are vectors in a real Hilbert space $E$, with inner product $\langle\cdot,\cdot\rangle$ and norm $\|\cdot\|$. Forces are minus gradients. The number $g$ bounds the norm of the whole error gradient $\nabla p(y)$, not its largest component. The number $m>0$ is a stiffness, not a mass: $f$ is $m$-strongly convex if, for all $y,z$ and $0\le t\le 1$,
$$f((1-t)y+tz)\le(1-t)f(y)+tf(z)-(1-t)t\,\tfrac m2\|z-y\|^2 .$$
For a twice differentiable surface in finite dimension this says that no Hessian eigenvalue lies below $m$ at any geometry. So $m$ is at most the stiffness of the softest mode at the minimum, and it must be smaller if the surface is softer elsewhere.

Under this condition, with $f$ differentiable and $p$ differentiable at $y$,
$$\|y-x\|\le \frac gm,\qquad f(y)-f(x)\le\frac{g^2}{2m}.$$
The relative force error never enters. The second bound limits how far your single-point energy lies above the reference minimum, and it is quadratic in $g$.

### Two tangent inequalities give both bounds

Take $0<t<1$ in the convexity inequality, subtract $f(y)$ and divide by $t$:
$$\frac{f(y+t(z-y))-f(y)}{t}\le f(z)-f(y)-(1-t)\tfrac m2\|z-y\|^2 .$$
As $t\to0^+$ the left side tends to $\langle\nabla f(y),z-y\rangle$, so
$$f(y)+\langle\nabla f(y),z-y\rangle+\tfrac m2\|z-y\|^2\le f(z).\tag{1}$$

At the minima, $\nabla f(x)=0$ and $\nabla f(y)=-\nabla p(y)$. Write $d=\|y-x\|$. Inequality (1) based at $x$ and evaluated at $y$, then based at $y$ and evaluated at $x$, gives
$$f(x)+\tfrac m2d^2\le f(y),\qquad f(y)-\langle\nabla p(y),x-y\rangle+\tfrac m2d^2\le f(x).$$
By Cauchy–Schwarz $\langle\nabla p(y),x-y\rangle\le gd$, so the second inequality becomes
$$f(y)-f(x)\le gd-\tfrac m2d^2.\tag{2}$$
Adding the first gives $md^2\le gd$. If $d>0$, divide by $d$ to get $d\le g/m$; if $d=0$, the bound holds because $g\ge0$. For the energy, complete the square in (2):
$$gd-\tfrac m2d^2=\frac{g^2}{2m}-\frac{(g-md)^2}{2m}\le\frac{g^2}{2m}.$$

### Two modes with made-up numbers

Let $f(a,b)=\tfrac12(10a^2+40b^2)$ in eV, with $a,b$ in Å, and let $p$ have the constant gradient $(0.3,0.4)$ eV/Å. Then $m=10$ eV/Å² and $g=0.5$ eV/Å. Setting $10a+0.3=0$ and $40b+0.4=0$ gives $y=(-0.03,-0.01)$ Å.

The displacement is $\sqrt{0.0010}\approx0.032$ Å, against a bound of $0.05$ Å. The energy error is $\tfrac12(0.009+0.004)=0.0065$ eV, against $0.0125$ eV. If the error gradient were $(0.5,0)$, entirely along the soft mode, both bounds would be attained.

### What the Lean statements say

The main theorem is `geometry_error`. Its hypothesis `StrongConvexOn univ m f` is the convexity inequality on all of `E`, `hfd` makes $f$ differentiable everywhere, and `hg` bounds the error gradient at `y` alone. Lean's `gradient` is zero where a function is not differentiable, so `hg` is informative only together with `hp`. `IsEquilibrium` means a global minimum, which is narrower than the textbook sense of a point with zero force. The calculation above uses only the zero gradients at $x$ and $y$, so by hand the same bounds follow for any stationary point $y$ of $f+p$, including a local minimum. In the Lean theorem both minima are assumed to be given.

Three further theorems complete the picture:

- `relaxation_energy` exchanges the roles of the surfaces. Now $f$ is the cheap, strongly convex surface with minimum $x$, and $f+p$ is the reference. If $\|\nabla p\|\le g$ everywhere, no geometry on the reference surface lies more than $g^2/(2m)$ below $x$.
- `exists_perturbed_equilibrium` shows, under the same global bound and in finite dimension, that $f+p$ has a minimum.
- `bounds_attained` gives a harmonic well under a constant force for which both bounds are equalities with $g=\|v\|$, where $v$ is the gradient of the perturbation. The well is plainly differentiable, though the theorem doesn't list this.

The step to a real molecule is from a globally convex surface to a single basin. Bonds dissociate, and free translations and rotations cost no energy, so $m>0$ can hold at best in a region around the minimum, in coordinates with those motions removed. For geometries optimised with one electronic-structure method and energies evaluated with another, the two bounds therefore apply if, in such coordinates, $x$ and $y$ lie in a convex region where the reference surface is $m$-strongly convex. By hand this is enough, because the calculation uses the convexity inequality only on the segment between $x$ and $y$.

```lean
import Mathlib

open Set Filter Topology

namespace GeometryErrorPropagation

variable {E : Type*} [NormedAddCommGroup E] [InnerProductSpace ℝ E]

/-- A geometry `x` is an equilibrium of the energy surface `f` if no geometry has lower energy. -/
def IsEquilibrium (f : E → ℝ) (x : E) : Prop := ∀ z, f x ≤ f z

/-- The isotropic harmonic well with force constant `m`, centred at the origin. -/
noncomputable def harmonic (m : ℝ) (z : E) : ℝ := m / 2 * ‖z‖ ^ 2

/-- Completing the square: a force `g` acting over a distance `r` against a spring of
stiffness `m > 0` gains at most the energy `g² / (2m)`. -/
theorem work_against_spring {m : ℝ} (hm : 0 < m) (g r : ℝ) :
    g * r - m / 2 * r ^ 2 ≤ g ^ 2 / (2 * m) := by
  rw [le_div_iff₀ (by positivity)]
  nlinarith [sq_nonneg (g - m * r)]

variable [CompleteSpace E] {f p : E → ℝ} {m g : ℝ} {x y : E}

/-- An `m`-strongly convex energy surface lies above its tangent plane at any point of
differentiability, by at least `m/2` times the squared distance. -/
theorem tangent_bound (hf : StrongConvexOn univ m f) (hd : DifferentiableAt ℝ f y) (z : E) :
    f y + inner ℝ (gradient f y) (z - y) + m / 2 * ‖z - y‖ ^ 2 ≤ f z := by
  -- the slope of the energy along the segment from `y` to `z`
  have hline : HasDerivAt (fun t : ℝ => f (y + t • (z - y)))
      (inner ℝ (gradient f y) (z - y)) 0 := by
    have hi : inner ℝ (gradient f y) (z - y) = fderiv ℝ f y (z - y) :=
      InnerProductSpace.toDual_symm_apply
    rw [hi]
    have h1 : HasDerivAt (fun t : ℝ => y + t • (z - y)) (z - y) 0 := by
      simpa using ((hasDerivAt_id' (0 : ℝ)).smul_const (z - y)).const_add y
    have h2 : HasFDerivAt f (fderiv ℝ f y) (y + (0 : ℝ) • (z - y)) := by
      rw [zero_smul, add_zero]
      exact hd.hasFDerivAt
    exact h2.comp_hasDerivAt (0 : ℝ) h1
  have hcont : Continuous
      (fun t : ℝ => f z - f y - (1 - t) * (m / 2 * ‖z - y‖ ^ 2)) := by fun_prop
  -- strong convexity bounds each difference quotient; then let the step go to zero
  have hle := le_of_tendsto_of_tendsto hline.tendsto_slope_zero_right
    ((hcont.tendsto 0).mono_left nhdsWithin_le_nhds) (by
      filter_upwards [Ioo_mem_nhdsGT (zero_lt_one' ℝ)] with t ht
      have e : (1 - t) • y + t • z = y + t • (z - y) := by module
      have hc : f (y + t • (z - y)) ≤
          (1 - t) * f y + t * f z - (1 - t) * t * (m / 2 * ‖z - y‖ ^ 2) := by
        have h := hf.2 (mem_univ y) (mem_univ z)
          (sub_nonneg.2 ht.2.le : (0 : ℝ) ≤ 1 - t) ht.1.le (by ring)
        rw [e, norm_sub_rev y z] at h
        exact h
      simp only [zero_add, zero_smul, add_zero, smul_eq_mul]
      rw [inv_mul_le_iff₀ ht.1]
      nlinarith [hc])
  linarith

/-- The energy gradient vanishes at an equilibrium geometry. If `f` is not differentiable there,
this holds only by Lean's convention that `gradient` is then zero. -/
theorem gradient_eq_zero (h : IsEquilibrium f x) : gradient f x = 0 := by
  have h0 : fderiv ℝ f x = 0 := IsLocalMin.fderiv_eq_zero (Filter.Eventually.of_forall h)
  rw [gradient, h0, map_zero]

/-- Force balance: at an equilibrium of `f + p`, where both terms are differentiable, their
gradients cancel. -/
theorem force_balance (hf : DifferentiableAt ℝ f y) (hp : DifferentiableAt ℝ p y)
    (h : IsEquilibrium (fun z => f z + p z) y) : gradient f y = -gradient p y := by
  have h0 : fderiv ℝ f y + fderiv ℝ p y = 0 :=
    IsLocalMin.hasFDerivAt_eq_zero (f := fun z => f z + p z)
      (Filter.Eventually.of_forall h) (hf.hasFDerivAt.add hp.hasFDerivAt)
  rw [gradient, gradient, eq_neg_of_add_eq_zero_left h0, map_neg]

/-- Geometry-error propagation: let `x` be the equilibrium of a differentiable, `m`-strongly
convex surface `f`, `m > 0`, and `y` an equilibrium of `f + p`. If `p` is differentiable at `y`
with gradient norm at most `g` there, then `y` is displaced from `x` by at most `g / m`, and its
energy on `f` is too high by at most `g² / (2m)`. -/
theorem geometry_error (hm : 0 < m) (hf : StrongConvexOn univ m f) (hfd : Differentiable ℝ f)
    (hp : DifferentiableAt ℝ p y) (hg : ‖gradient p y‖ ≤ g) (hx : IsEquilibrium f x)
    (hy : IsEquilibrium (fun z => f z + p z) y) :
    ‖y - x‖ ≤ g / m ∧ f y - f x ≤ g ^ 2 / (2 * m) := by
  have h1 := tangent_bound hf (hfd x) y
  rw [gradient_eq_zero hx, inner_zero_left] at h1
  have h2 := tangent_bound hf (hfd y) x
  rw [force_balance (hfd y) hp hy, inner_neg_left, norm_sub_rev x y] at h2
  -- the work done by the error force is at most `g` times the displacement
  have h3 : inner ℝ (gradient p y) (x - y) ≤ g * ‖y - x‖ := by
    refine (real_inner_le_norm _ _).trans ?_
    rw [norm_sub_rev x y]
    gcongr
  constructor
  · rw [le_div_iff₀ hm]
    rcases eq_or_lt_of_le (norm_nonneg (y - x)) with h | h
    · rw [← h, zero_mul]
      exact (norm_nonneg _).trans hg
    · exact le_of_mul_le_mul_left
        (by nlinarith : ‖y - x‖ * (‖y - x‖ * m) ≤ ‖y - x‖ * g) h
  · linarith [work_against_spring hm g ‖y - x‖]

/-- If the gradient norm of a differentiable `p` is at most `g` everywhere, then `p` changes
between two geometries by at most `g` times their distance. -/
theorem perturbation_change (hp : Differentiable ℝ p) (hg : ∀ z, ‖gradient p z‖ ≤ g)
    (u v : E) : |p v - p u| ≤ g * ‖v - u‖ := by
  have hb : ∀ z ∈ (univ : Set E), ‖fderiv ℝ p z‖ ≤ g := fun z _ => by
    have h : ‖gradient p z‖ = ‖fderiv ℝ p z‖ :=
      (InnerProductSpace.toDual ℝ E).symm.norm_map _
    exact h ▸ hg z
  exact convex_univ.norm_image_sub_le_of_norm_fderiv_le (fun z _ => hp z) hb
    (mem_univ u) (mem_univ v)

/-- Single-point error: let `x` be the equilibrium of a differentiable, `m`-strongly convex `f`,
`m > 0`, and let `p` be differentiable with gradient norm at most `g` everywhere. On the surface
`f + p` no geometry lies below `x` by more than `g² / (2m)`. -/
theorem relaxation_energy (hm : 0 < m) (hf : StrongConvexOn univ m f)
    (hfd : Differentiable ℝ f) (hp : Differentiable ℝ p) (hg : ∀ z, ‖gradient p z‖ ≤ g)
    (hx : IsEquilibrium f x) (z : E) :
    (f x + p x) - (f z + p z) ≤ g ^ 2 / (2 * m) := by
  have h1 := tangent_bound hf (hfd x) z
  rw [gradient_eq_zero hx, inner_zero_left] at h1
  have h2 := (abs_le.1 (perturbation_change hp hg x z)).1
  linarith [work_against_spring hm g ‖z - x‖]

/-- In finite dimension, let `f` be differentiable and `m`-strongly convex, `m > 0`, with an
equilibrium, and `p` differentiable with gradient norm at most `g` everywhere. Then `f + p` has
an equilibrium. -/
theorem exists_perturbed_equilibrium [FiniteDimensional ℝ E] (hm : 0 < m)
    (hf : StrongConvexOn univ m f) (hfd : Differentiable ℝ f) (hp : Differentiable ℝ p)
    (hg : ∀ z, ‖gradient p z‖ ≤ g) (hx : IsEquilibrium f x) :
    ∃ y, IsEquilibrium (fun z => f z + p z) y := by
  have hg0 : 0 ≤ g := (norm_nonneg _).trans (hg x)
  have hc : Continuous (fun z => f z + p z) := hfd.continuous.add hp.continuous
  have hxB : x ∈ Metric.closedBall x (2 * g / m) :=
    Metric.mem_closedBall_self (by positivity)
  have : ProperSpace E := FiniteDimensional.proper_real E
  obtain ⟨y, -, hmin⟩ :=
    (isCompact_closedBall x (2 * g / m)).exists_isMinOn ⟨x, hxB⟩ hc.continuousOn
  refine ⟨y, fun z => ?_⟩
  by_cases hz : z ∈ Metric.closedBall x (2 * g / m)
  · exact isMinOn_iff.1 hmin z hz
  · -- outside the ball the strongly convex term outweighs the perturbation
    have hyx : f y + p y ≤ f x + p x := isMinOn_iff.1 hmin x hxB
    rw [Metric.mem_closedBall, dist_eq_norm, not_le, div_lt_iff₀ hm] at hz
    have h1 := tangent_bound hf (hfd x) z
    rw [gradient_eq_zero hx, inner_zero_left] at h1
    have h2 := (abs_le.1 (perturbation_change hp hg x z)).1
    have h3 := mul_nonneg (norm_nonneg (z - x)) (sub_nonneg.2 hz.le)
    show f y + p y ≤ f z + p z
    nlinarith

/-- Sharpness: a harmonic well with `m > 0` under the linear perturbation `⟨v, z⟩`, whose
gradient is `v`, has its equilibrium moved from `0` to `-v/m`. The displacement is exactly
`‖v‖ / m` and the energy error exactly `‖v‖² / (2m)`. -/
theorem bounds_attained (hm : 0 < m) (v : E) :
    StrongConvexOn univ m (harmonic m : E → ℝ) ∧ IsEquilibrium (harmonic m) (0 : E) ∧
    (∀ z, HasGradientAt (fun u : E => inner ℝ v u) v z) ∧
    IsEquilibrium (fun z => harmonic m z + inner ℝ v z) (-(m⁻¹ • v)) ∧
    ‖-(m⁻¹ • v) - 0‖ = ‖v‖ / m ∧
    harmonic m (-(m⁻¹ • v)) - harmonic m (0 : E) = ‖v‖ ^ 2 / (2 * m) := by
  have hn : ‖-(m⁻¹ • v)‖ = ‖v‖ / m := by
    rw [norm_neg, norm_smul, Real.norm_of_nonneg (inv_nonneg.2 hm.le), div_eq_inv_mul]
  refine ⟨?_, fun z => ?_, fun z => ?_, fun z => ?_, ?_, ?_⟩
  · rw [strongConvexOn_iff_convex]
    simpa [harmonic] using convexOn_const (0 : ℝ) (convex_univ (𝕜 := ℝ) (E := E))
  · simp only [harmonic, norm_zero]
    nlinarith [mul_nonneg hm.le (sq_nonneg ‖z‖)]
  · rw [hasGradientAt_iff_hasFDerivAt]
    exact (InnerProductSpace.toDual ℝ E v).hasFDerivAt
  · -- the energy above the shifted minimum is a perfect square
    have hi : inner ℝ v (-(m⁻¹ • v)) = -(‖v‖ ^ 2 / m) := by
      rw [inner_neg_right, real_inner_smul_right, real_inner_self_eq_norm_sq]
      ring
    have hs := norm_add_sq_real (m • z) v
    rw [norm_smul, Real.norm_of_nonneg hm.le, real_inner_smul_left, real_inner_comm] at hs
    have key : m / 2 * ‖z‖ ^ 2 + inner ℝ v z - (m / 2 * (‖v‖ / m) ^ 2 + -(‖v‖ ^ 2 / m))
        = ‖m • z + v‖ ^ 2 / (2 * m) := by
      rw [hs]
      field_simp
      ring
    have hpos : 0 ≤ ‖m • z + v‖ ^ 2 / (2 * m) := by positivity
    simp only [harmonic, hn, hi]
    linarith
  · rw [sub_zero, hn]
  · simp only [harmonic, hn, norm_zero]
    field_simp
    ring

end GeometryErrorPropagation
```

```lean
#print axioms GeometryErrorPropagation.geometry_error
#print axioms GeometryErrorPropagation.relaxation_energy
#print axioms GeometryErrorPropagation.exists_perturbed_equilibrium
#print axioms GeometryErrorPropagation.bounds_attained
```

```
'GeometryErrorPropagation.geometry_error' depends on axioms: [propext, Classical.choice, Quot.sound]
'GeometryErrorPropagation.relaxation_energy' depends on axioms: [propext, Classical.choice, Quot.sound]
'GeometryErrorPropagation.exists_perturbed_equilibrium' depends on axioms: [propext, Classical.choice, Quot.sound]
'GeometryErrorPropagation.bounds_attained' depends on axioms: [propext, Classical.choice, Quot.sound]
```

### How the lemmas match the calculation

`tangent_bound` is inequality (1). Inside it, `hline` is the chain rule along the segment from `y` to `z`, and `hc` is strong convexity at a point of that segment. The `filter_upwards` step restricts to $0<t<1$, where dividing by $t$ is allowed, and `le_of_tendsto_of_tendsto` carries the inequality to the limit.

`gradient_eq_zero` and `force_balance` apply the vanishing of the derivative at a minimum to $f$ and to $f+p$.

In `geometry_error`, `h1` and `h2` are the two tangent inequalities after these gradients have been inserted, and `h3` is Cauchy–Schwarz. The `rcases` line separates $d=0$ from $d>0$. In the second case `nlinarith` proves $d(dm)\le dg$, and the positive factor $d$ is cancelled. The energy bound combines `h2` and `h3` with `work_against_spring`, which is the completed square.

For `relaxation_energy`, `perturbation_change` first gives $|p(v)-p(u)|\le g\|v-u\|$ for any two geometries $u,v$, by the mean value inequality. With $r=\|z-x\|$, the tangent inequality at $x$ then yields
$$(f(x)+p(x))-(f(z)+p(z))\le gr-\tfrac m2r^2\le\frac{g^2}{2m}.$$

The existence proof uses the first half of this estimate, rewritten as
$$f(z)+p(z)\ge f(x)+p(x)+\tfrac r2(mr-2g).$$
Outside the closed ball of radius $2g/m$ around $x$ the last term is non-negative, so no point there lies below $x$. The ball is compact in finite dimension, so the continuous function $f+p$ has a minimum on it, and that minimum is global.

In `bounds_attained`, the identity `key` is the perfect square behind
$$\tfrac m2\|z\|^2+\langle v,z\rangle=\frac{\|mz+v\|^2}{2m}-\frac{\|v\|^2}{2m}.$$
The minimum is therefore at $-v/m$. Its distance from the origin is $\|v\|/m$, and its energy in the unperturbed well is $\tfrac m2(\|v\|/m)^2=\|v\|^2/(2m)$.
